# Truncating a Hermitian matrix potential by eigenvalue modulus minimises the worst-case level error at given maximum rank

Suppose a potential has eigenvalues 1 and −5, and the cut keeps only the larger signed value. With no other term in the Hamiltonian, the lowest level jumps from −5 to 0. Ranking by modulus keeps the −5 in this example, but without an error bound one still doesn't know how far the levels have moved, or whether another operator of the same rank would do better. The problems below bound the shifts and show that no Hermitian operator within the same rank limit has a smaller worst-case error, where the worst case is taken over all levels and all Hermitian choices of the rest of the Hamiltonian. They apply to separable pseudopotentials in a finite basis and an ordinary eigenvalue problem, with the rest of the Hamiltonian the same before and after truncation, so without self-consistent response.

## Operators, levels and kept projectors

The states form an \(n\)-dimensional complex inner product space \(E\). Operators have type `E →L[ℂ] E`, and their norm is the operator norm. All indices start at zero.

In Lean 4 with Mathlib:

```lean
import Mathlib

open scoped InnerProductSpace

namespace ProjectorTruncation

variable {E : Type*} [NormedAddCommGroup E] [InnerProductSpace ℂ E]
  {n : ℕ} {A B H V : E →L[ℂ] E} {e f u : OrthonormalBasis (Fin n) ℂ E} {a b v : Fin n → ℝ}
```

A spectrum is specified by an orthonormal basis \(e_i\) with real numbers \(a_i\) such that \(Ae_i=a_ie_i\). An operator with such a basis is Hermitian, so `IsEigenbasis` carries that assumption.

```lean
/-- The orthonormal basis `e` consists of eigenvectors of `A` with real eigenvalues `a`. -/
def IsEigenbasis (A : E →L[ℂ] E) (e : OrthonormalBasis (Fin n) ℂ E) (a : Fin n → ℝ) : Prop :=
  ∀ i, A (e i) = (a i : ℂ) • e i
```

Let \(V\) have eigenvectors \(u_i\) and eigenvalues \(v_i\). The truncated potential is \(T_r=\sum_{i<r}v_i|u_i\rangle\langle u_i|\), written `truncate u v r`. In the code, `innerSL ℂ (u i)` is the bra and `smulRight (u i)` attaches the ket.

```lean
/-- The separable potential `∑ v i |u i⟩⟨u i|` that keeps only the first `r` projectors. -/
noncomputable def truncate (u : OrthonormalBasis (Fin n) ℂ E) (v : Fin n → ℝ) (r : ℕ) :
    E →L[ℂ] E :=
  ∑ i : Fin n with i.val < r, (v i : ℂ) • (innerSL ℂ (u i)).smulRight (u i)
```

## (a) An eigenbasis in any chosen order

Let \(A\) be Hermitian and \(g\) a real function. Find an orthonormal eigenbasis with
\[
g(a_0)\le g(a_1)\le\dots\le g(a_{n-1}).
\]

**Solution.** The spectral theorem gives an eigenbasis; sort the numbers \(g(a_i)\) and permute the eigenvectors accordingly. Taking \(g(t)=t\) orders the levels upwards, and \(g(t)=-|t|\) orders by decreasing modulus. `Tuple.sort` supplies the permutation.

```lean
/-- A Hermitian operator on an `n`-dimensional space has an orthonormal eigenbasis, listed so
that any chosen real function `g` of the eigenvalue is nondecreasing. -/
theorem exists_eigenbasis [FiniteDimensional ℂ E] (hA : (A : E →ₗ[ℂ] E).IsSymmetric)
    (hn : Module.finrank ℂ E = n) (g : ℝ → ℝ) :
    ∃ (e : OrthonormalBasis (Fin n) ℂ E) (a : Fin n → ℝ),
      IsEigenbasis A e a ∧ Monotone fun i => g (a i) := by
  let s := Tuple.sort fun i => g (hA.eigenvalues hn i)
  refine ⟨(hA.eigenvectorBasis hn).reindex s.symm, fun i => hA.eigenvalues hn (s i),
    fun i => ?_, Tuple.monotone_sort fun i => g (hA.eigenvalues hn i)⟩
  rw [OrthonormalBasis.reindex_apply]
  exact hA.apply_eigenvectorBasis hn (s i)
```

## (b) Amplitudes after applying an operator

For an eigenbasis of \(A\), show that
\[
\langle e_i,Ax\rangle=a_i\langle e_i,x\rangle .
\]

**Solution.** Expand \(x=\sum_j\langle e_j,x\rangle e_j\). Then \(Ax=\sum_j a_j\langle e_j,x\rangle e_j\), and orthonormality leaves only \(j=i\).

```lean
/-- In its eigenbasis an operator multiplies each amplitude by the eigenvalue. -/
theorem inner_apply (hA : IsEigenbasis A e a) (i : Fin n) (x : E) :
    ⟪e i, A x⟫_ℂ = (a i : ℂ) * ⟪e i, x⟫_ℂ := by
  have h : ∀ j, A (e j) = (a j : ℂ) • e j := hA
  conv_lhs => rw [← e.sum_repr' x]
  rw [map_sum, inner_sum]
  simp only [map_smul, h, inner_smul_right, orthonormal_iff_ite.mp e.orthonormal, mul_ite,
    mul_one, mul_zero, Finset.sum_ite_eq, Finset.mem_univ, if_true]
  ring
```

## (c) Expectation values as weighted eigenvalues

Show that
\[
\operatorname{Re}\langle x,Ax\rangle=\sum_i a_i|\langle e_i,x\rangle|^2 .
\]

**Solution.** Insert \(\sum_i|e_i\rangle\langle e_i|\) and use (b):
\[
\langle x,Ax\rangle=\sum_i\langle x,e_i\rangle a_i\langle e_i,x\rangle .
\]
Each term is \(a_i|\langle e_i,x\rangle|^2\), which is real. For unnormalised \(x\), the physical expectation value is this sum divided by \(\|x\|^2\).

```lean
/-- For any vector `x`, normalised or not, the real part of `⟪x, A x⟫` is the sum of the eigenvalues
of `A` weighted by the squared moduli of the amplitudes of `x` in the eigenbasis. -/
theorem expectation (hA : IsEigenbasis A e a) (x : E) :
    (⟪x, A x⟫_ℂ).re = ∑ i, a i * ‖⟪e i, x⟫_ℂ‖ ^ 2 := by
  rw [← e.sum_inner_mul_inner x (A x), Complex.re_sum]
  refine Finset.sum_congr rfl fun i _ => ?_
  rw [inner_apply hA, ← inner_conj_symm x (e i), Complex.sq_norm, Complex.normSq_apply]
  simp only [Complex.mul_re, Complex.mul_im, Complex.conj_re, Complex.conj_im,
    Complex.ofReal_re, Complex.ofReal_im]
  ring
```

## (d) From expectation values to ordered levels

Let \(A\) and \(B\) have eigenbases \(e,f\) and increasing levels \(a,b\). Suppose \(\operatorname{Re}\langle x,Ax\rangle\le\operatorname{Re}\langle x,Bx\rangle+c\|x\|^2\) for every \(x\). Show that
\[
a_k\le b_k+c .
\]

**Solution.** Require \(\langle e_i,x\rangle=0\) for \(i<k\) and \(\langle f_i,x\rangle=0\) for \(i>k\). These are \(n-1\) linear conditions, so some \(x\ne0\) satisfies them. By (c),
\[
a_k\|x\|^2\le\operatorname{Re}\langle x,Ax\rangle\le\operatorname{Re}\langle x,Bx\rangle+c\|x\|^2\le(b_k+c)\|x\|^2 .
\]
Divide by \(\|x\|^2\). The map `L` collects the conditions; its kernel is nonzero because its target has smaller dimension than \(E\). The outer inequalities are `h1` and `h2`.

```lean
/-- If, for every vector `x`, the real part of `⟪x, A x⟫` exceeds that of `⟪x, B x⟫` by at most
`c * ‖x‖ ^ 2`, then each increasingly ordered level of `A` exceeds that of `B` by at most `c`. -/
theorem level_le (hA : IsEigenbasis A e a) (ha : Monotone a) (hB : IsEigenbasis B f b)
    (hb : Monotone b) {c : ℝ}
    (h : ∀ x, (⟪x, A x⟫_ℂ).re ≤ (⟪x, B x⟫_ℂ).re + c * ‖x‖ ^ 2) (k : Fin n) :
    a k ≤ b k + c := by
  have : FiniteDimensional ℂ E := Module.Finite.of_basis e.toBasis
  -- `n - 1` linear conditions leave a nonzero state
  let w : Fin n → E := fun i => if i < k then e i else f i
  let L : E →ₗ[ℂ] ({i : Fin n // i ≠ k} → ℂ) :=
    LinearMap.pi fun i => (innerSL ℂ (w i) : E →ₗ[ℂ] ℂ)
  have hL : Module.finrank ℂ ({i : Fin n // i ≠ k} → ℂ) < Module.finrank ℂ E := by
    rw [Module.finrank_fintype_fun_eq_card, Module.finrank_eq_card_basis e.toBasis]
    exact Fintype.card_subtype_lt (x := k) (by simp)
  obtain ⟨x, hx, hx0⟩ := Submodule.exists_mem_ne_zero_of_ne_bot
    (LinearMap.ker_ne_bot_of_finrank_lt (f := L) hL)
  have hw : ∀ i, i ≠ k → ⟪w i, x⟫_ℂ = 0 := fun i hi =>
    congrFun (LinearMap.mem_ker.mp hx) ⟨i, hi⟩
  have he : ∀ i, i < k → ⟪e i, x⟫_ℂ = 0 := fun i hi => by
    simpa only [w, if_pos hi] using hw i hi.ne
  have hf : ∀ i, k < i → ⟪f i, x⟫_ℂ = 0 := fun i hi => by
    simpa only [w, if_neg (not_lt_of_ge hi.le)] using hw i hi.ne'
  -- for this `x`, the form of `A` is at least `a k * ‖x‖ ^ 2`, that of `B` at most `b k * ‖x‖ ^ 2`
  have h1 : a k * ‖x‖ ^ 2 ≤ (⟪x, A x⟫_ℂ).re := by
    rw [expectation hA, ← e.sum_sq_norm_inner_right x, Finset.mul_sum]
    refine Finset.sum_le_sum fun i _ => ?_
    rcases lt_or_ge i k with hi | hi
    · simp [he i hi]
    · exact mul_le_mul_of_nonneg_right (ha hi) (sq_nonneg _)
  have h2 : (⟪x, B x⟫_ℂ).re ≤ b k * ‖x‖ ^ 2 := by
    rw [expectation hB, ← f.sum_sq_norm_inner_right x, Finset.mul_sum]
    refine Finset.sum_le_sum fun i _ => ?_
    rcases lt_or_ge k i with hi | hi
    · simp [hf i hi]
    · exact mul_le_mul_of_nonneg_right (hb hi) (sq_nonneg _)
  have h3 := h x
  have h4 : 0 < ‖x‖ ^ 2 := pow_pos (norm_pos_iff.mpr hx0) 2
  exact le_of_mul_le_mul_right (by linarith : a k * ‖x‖ ^ 2 ≤ (b k + c) * ‖x‖ ^ 2) h4
```

## (e) Spectrum and rank of the truncated potential

Show that
\[
T_ru_j=\begin{cases}v_ju_j,&j<r\\0,&j\ge r\end{cases}
\qquad\text{and}\qquad \operatorname{rank}T_r\le r .
\]

**Solution.** Since \(\langle u_i,u_j\rangle=\delta_{ij}\), at most the term \(i=j\) survives, and it is present only when \(j<r\). Every \(T_rx\) is a combination of the kept eigenvectors, of which there are at most \(r\). The code proves the rank bound by placing the range inside their span.

```lean
/-- The truncated potential keeps the first `r` eigenvalues, replaces the others by zero, and
has rank at most `r`. -/
theorem truncate_spec (u : OrthonormalBasis (Fin n) ℂ E) (v : Fin n → ℝ) (r : ℕ) :
    IsEigenbasis (truncate u v r) u (fun i => if i.val < r then v i else 0) ∧
      Module.finrank ℂ (LinearMap.range (truncate u v r : E →ₗ[ℂ] E)) ≤ r := by
  classical
  have key : ∀ x, truncate u v r x =
      ∑ i : Fin n with i.val < r, (v i : ℂ) • ⟪u i, x⟫_ℂ • u i := by
    intro x
    simp only [truncate, sum_apply]
    rfl
  constructor
  · intro j
    rw [key, Finset.sum_filter]
    simp only [orthonormal_iff_ite.mp u.orthonormal]
    rw [Finset.sum_eq_single j]
    · by_cases hj : j.val < r <;> simp [hj]
    · intro i _ hij
      simp [hij]
    · simp
  · -- the range is spanned by the kept eigenvectors
    have : FiniteDimensional ℂ E := Module.Finite.of_basis u.toBasis
    let t : Finset (Fin n) := Finset.univ.filter fun i => i.val < r
    let s : Finset E := t.image fun i => u i
    have hs : LinearMap.range (truncate u v r : E →ₗ[ℂ] E) ≤ Submodule.span ℂ (s : Set E) := by
      rintro _ ⟨x, rfl⟩
      change truncate u v r x ∈ _
      rw [key]
      exact Submodule.sum_mem _ fun i hi => Submodule.smul_mem _ _ (Submodule.smul_mem _ _
        (Submodule.subset_span (Finset.mem_coe.mpr (Finset.mem_image_of_mem _ hi))))
    have ht : t.card ≤ (Finset.range r).card :=
      Finset.card_le_card_of_injOn Fin.val (by intro i hi; simpa [t] using hi)
        Fin.val_injective.injOn
    rw [Finset.card_range] at ht
    exact (Submodule.finrank_mono hs).trans
      ((finrank_span_finset_le_card s).trans (Finset.card_image_le.trans ht))
```

## (f) Signed bounds on the level shifts

Let \(l\le0\le h\), with \(l\le v_i\le h\) for every discarded index \(i\ge r\). Let \(a_k\) and \(b_k\) be the increasing levels of \(H+V\) and \(H+T_r\). Show that
\[
l\le a_k-b_k\le h .
\]

**Solution.** By (c) and (e),
\[
\operatorname{Re}\langle x,Vx\rangle-\operatorname{Re}\langle x,T_rx\rangle=\sum_{i\ge r}v_i|\langle u_i,x\rangle|^2 .
\]
This lies between \(l\|x\|^2\) and \(h\|x\|^2\); the kept components contribute zero, which is where the signs of \(l\) and \(h\) enter. Add \(\operatorname{Re}\langle x,Hx\rangle\) to both \(\operatorname{Re}\langle x,Vx\rangle\) and \(\operatorname{Re}\langle x,T_rx\rangle\), and apply (d) in each direction, with \(c=h\) and \(c=-l\).

No ordering of the \(v_i\) is needed. If everything discarded is repulsive, \(l=0\) is allowed and truncation cannot raise a level.

```lean
/-- If the discarded eigenvalues of `V` lie between `l ≤ 0` and `h ≥ 0`, then each ordered level
of `H + V` minus that of the truncated problem lies between `l` and `h`. -/
theorem level_shift_bounds (hV : IsEigenbasis V u v) (r : ℕ) {l h : ℝ} (hl : l ≤ 0) (hh : 0 ≤ h)
    (hd : ∀ i : Fin n, r ≤ i.val → l ≤ v i ∧ v i ≤ h)
    (hA : IsEigenbasis (H + V) e a) (ha : Monotone a)
    (hB : IsEigenbasis (H + truncate u v r) f b) (hb : Monotone b) (k : Fin n) :
    l ≤ a k - b k ∧ a k - b k ≤ h := by
  -- bounds on the quadratic form of the discarded part
  have hx : ∀ x, l * ‖x‖ ^ 2 ≤ (⟪x, V x⟫_ℂ).re - (⟪x, truncate u v r x⟫_ℂ).re ∧
      (⟪x, V x⟫_ℂ).re - (⟪x, truncate u v r x⟫_ℂ).re ≤ h * ‖x‖ ^ 2 := by
    intro x
    rw [expectation hV, expectation (truncate_spec u v r).1, ← Finset.sum_sub_distrib,
      ← u.sum_sq_norm_inner_right x, Finset.mul_sum, Finset.mul_sum]
    constructor <;> refine Finset.sum_le_sum fun i _ => ?_ <;> by_cases hi : i.val < r
    · simp only [if_pos hi]
      nlinarith [sq_nonneg ‖⟪u i, x⟫_ℂ‖]
    · simp only [if_neg hi]
      nlinarith [sq_nonneg ‖⟪u i, x⟫_ℂ‖, (hd i (not_lt.mp hi)).1]
    · simp only [if_pos hi]
      nlinarith [sq_nonneg ‖⟪u i, x⟫_ℂ‖]
    · simp only [if_neg hi]
      nlinarith [sq_nonneg ‖⟪u i, x⟫_ℂ‖, (hd i (not_lt.mp hi)).2]
  have h1 : a k ≤ b k + h := level_le hA ha hB hb (fun x => by
    simp only [add_apply, inner_add_right, Complex.add_re]
    linarith [(hx x).2]) k
  have h2 : b k ≤ a k + -l := level_le hB hb hA ha (fun x => by
    simp only [add_apply, inner_add_right, Complex.add_re]
    linarith [(hx x).1]) k
  constructor <;> linarith
```

## (g) The modulus bound

Now let \(|v_0|\ge|v_1|\ge\dots\) and \(r<n\). Show that
\[
|a_k-b_k|\le|v_r| .
\]

**Solution.** Every discarded eigenvalue satisfies \(-|v_r|\le v_i\le|v_r|\). Use (f) with these two bounds. The type `Fin n` of `r` encodes \(r<n\), and `Antitone` encodes the ordering.

```lean
/-- With the eigenvalues of `V` ordered by decreasing modulus, keeping the first `r` projectors
changes each ordered level of `H + V` by at most the modulus of the first discarded eigenvalue
(`v r`, as indices start at zero). -/
theorem level_shift_le (hV : IsEigenbasis V u v) (hv : Antitone fun i => |v i|) (r : Fin n)
    (hA : IsEigenbasis (H + V) e a) (ha : Monotone a)
    (hB : IsEigenbasis (H + truncate u v r) f b) (hb : Monotone b) (k : Fin n) :
    |a k - b k| ≤ |v r| :=
  abs_le.mpr (level_shift_bounds hV r (neg_nonpos.mpr (abs_nonneg _)) (abs_nonneg _)
    (fun _ hi => abs_le.mp (hv (Fin.le_def.mpr hi))) hA ha hB hb k)
```

## (h) A norm bound for every operator of low rank

Keep the ordering of (g), and let \(F\) have rank at most \(r\); it need not be Hermitian. Show that
\[
\|V-F\|\ge|v_r| .
\]

**Solution.** The equation \(Fx=0\) imposes at most \(r\) conditions, and \(\langle u_i,x\rangle=0\) for \(i>r\) imposes \(n-1-r\) more. Some \(x\ne0\) meets them all, and by (b)
\[
\|(V-F)x\|^2=\|Vx\|^2=\sum_{i\le r}v_i^2|\langle u_i,x\rangle|^2\ge v_r^2\|x\|^2 .
\]
Here `L` pairs \(F\), viewed as a map onto its range, with the remaining amplitudes.

```lean
/-- With the eigenvalues of `V` ordered by decreasing modulus, no operator `F` of rank at most
`r` approximates `V` in operator norm to better than `|v r|`, indices starting at zero. -/
theorem le_norm_sub_of_rank_le (hV : IsEigenbasis V u v) (hv : Antitone fun i => |v i|)
    (r : Fin n) (F : E →L[ℂ] E)
    (hF : Module.finrank ℂ (LinearMap.range (F : E →ₗ[ℂ] E)) ≤ r) : |v r| ≤ ‖V - F‖ := by
  have : FiniteDimensional ℂ E := Module.Finite.of_basis u.toBasis
  -- a nonzero state in the kernel of `F`, built from the first `r + 1` eigenvectors
  let L := (F : E →ₗ[ℂ] E).rangeRestrict.prod
    (LinearMap.pi fun i : {i : Fin n // r < i} => (innerSL ℂ (u i) : E →ₗ[ℂ] ℂ))
  have hc : Fintype.card {i : Fin n // r < i} = n - 1 - r := by
    rw [Fintype.card_subtype, ← Fin.card_Ioi r]
    congr 1
    ext i
    simp
  have hL : Module.finrank ℂ (LinearMap.range (F : E →ₗ[ℂ] E) × ({i : Fin n // r < i} → ℂ)) <
      Module.finrank ℂ E := by
    rw [Module.finrank_prod, Module.finrank_fintype_fun_eq_card, hc,
      Module.finrank_eq_card_basis u.toBasis, Fintype.card_fin]
    have := r.isLt
    omega
  obtain ⟨x, hx, hx0⟩ := Submodule.exists_mem_ne_zero_of_ne_bot
    (LinearMap.ker_ne_bot_of_finrank_lt (f := L) hL)
  have hx' := LinearMap.mem_ker.mp hx
  have hF0 : F x = 0 := congrArg Subtype.val (congrArg Prod.fst hx')
  have hu : ∀ i, r < i → ⟪u i, x⟫_ℂ = 0 := fun i hi =>
    congrFun (congrArg Prod.snd hx') ⟨i, hi⟩
  have h1 : (|v r| * ‖x‖) ^ 2 ≤ ‖(V - F) x‖ ^ 2 := by
    have e1 : (V - F) x = V x := by rw [sub_apply, hF0, sub_zero]
    rw [e1, mul_pow, ← u.sum_sq_norm_inner_right x, ← u.sum_sq_norm_inner_right (V x),
      Finset.mul_sum]
    refine Finset.sum_le_sum fun i _ => ?_
    rw [inner_apply hV, norm_mul, mul_pow, Complex.norm_real, Real.norm_eq_abs]
    rcases lt_or_ge r i with hi | hi
    · simp [hu i hi]
    · exact mul_le_mul_of_nonneg_right (pow_le_pow_left₀ (abs_nonneg _) (hv hi) 2) (sq_nonneg _)
  have h2 := (sq_le_sq₀ (by positivity) (norm_nonneg _)).mp h1
  exact le_of_mul_le_mul_right (h2.trans ((V - F).le_opNorm x)) (norm_pos_iff.mpr hx0)
```

## (i) A Hamiltonian that exposes the error

Let \(F\) in (h) also be Hermitian. Find a Hermitian \(H\) for which the increasing levels \(a_k\) of \(H+V\) and \(b_k\) of \(H+F\) satisfy
\[
\max_k|a_k-b_k|\ge|v_r| .
\]

**Solution.** Choose \(H=-F\). Then \(H+F=0\), so every \(b_k=0\), while \(H+V=V-F\) has an ordered eigenbasis by (a). From (b), \(\|(V-F)x\|\le\max_k|a_k|\,\|x\|\), so (h) gives
\[
|v_r|\le\|V-F\|\le\max_k|a_k| .
\]

With (g), this makes \(T_r\) optimal for the worst case over all Hermitian \(H\). The exposing \(H\) depends on \(F\); for one particular Hamiltonian, another \(F\) may do better.

```lean
/-- With the eigenvalues of `V` ordered by decreasing modulus, for every Hermitian `F` of rank at
most `r` there is a Hermitian `H` such that some ordered level of `H + F` differs from that of
`H + V` by at least `|v r|`, indices starting at zero. -/
theorem exists_level_error (hV : IsEigenbasis V u v) (hv : Antitone fun i => |v i|)
    (r : Fin n) (F : E →L[ℂ] E) (hFs : (F : E →ₗ[ℂ] E).IsSymmetric)
    (hF : Module.finrank ℂ (LinearMap.range (F : E →ₗ[ℂ] E)) ≤ r) :
    ∃ H : E →L[ℂ] E, (H : E →ₗ[ℂ] E).IsSymmetric ∧
      ∃ (e f : OrthonormalBasis (Fin n) ℂ E) (a b : Fin n → ℝ),
        IsEigenbasis (H + V) e a ∧ Monotone a ∧ IsEigenbasis (H + F) f b ∧ Monotone b ∧
        ∃ k, |v r| ≤ |a k - b k| := by
  have : FiniteDimensional ℂ E := Module.Finite.of_basis u.toBasis
  have hf : ∀ x y, ⟪F x, y⟫_ℂ = ⟪x, F y⟫_ℂ := hFs
  have hs : ∀ x y, ⟪V x, y⟫_ℂ = ⟪x, V y⟫_ℂ := by
    intro x y
    rw [← u.sum_inner_mul_inner (V x) y, ← u.sum_inner_mul_inner x (V y)]
    refine Finset.sum_congr rfl fun i _ => ?_
    rw [← inner_conj_symm (V x) (u i), inner_apply hV i x, inner_apply hV i y, map_mul,
      Complex.conj_ofReal, inner_conj_symm]
    ring
  have hS : ((-F + V : E →L[ℂ] E) : E →ₗ[ℂ] E).IsSymmetric := by
    intro x y
    change ⟪-F x + V x, y⟫_ℂ = ⟪x, -F y + V y⟫_ℂ
    rw [inner_add_left, inner_add_right, inner_neg_left, inner_neg_right, hs, hf]
  obtain ⟨e, a, he, ha⟩ := exists_eigenbasis (n := n) hS
    (by rw [Module.finrank_eq_card_basis u.toBasis, Fintype.card_fin]) id
  have : Nonempty (Fin n) := ⟨r⟩
  obtain ⟨k, hk⟩ := Finite.exists_max fun i => |a i|
  -- for `H = -F` the approximate problem has only zero levels
  refine ⟨-F, ?_, e, e, a, fun _ => 0, he, ha, fun i => by simp, monotone_const, k, ?_⟩
  · intro x y
    change ⟪-F x, y⟫_ℂ = ⟪x, -F y⟫_ℂ
    rw [inner_neg_left, inner_neg_right, hf]
  · simp only [sub_zero]
    refine (le_norm_sub_of_rank_le hV hv r F hF).trans
      (ContinuousLinearMap.opNorm_le_bound _ (abs_nonneg _) fun x => ?_)
    refine (sq_le_sq₀ (norm_nonneg _) (by positivity)).mp ?_
    have hVF : V - F = -F + V := by abel
    rw [hVF, mul_pow, ← e.sum_sq_norm_inner_right ((-F + V) x),
      ← e.sum_sq_norm_inner_right x, Finset.mul_sum]
    refine Finset.sum_le_sum fun i _ => ?_
    rw [inner_apply he, norm_mul, mul_pow, Complex.norm_real, Real.norm_eq_abs]
    exact mul_le_mul_of_nonneg_right (pow_le_pow_left₀ (abs_nonneg _) (hk i) 2) (sq_nonneg _)

end ProjectorTruncation
```

```lean
#print axioms ProjectorTruncation.level_shift_le
-- 'ProjectorTruncation.level_shift_le' depends on axioms: [propext, Classical.choice, Quot.sound]
#print axioms ProjectorTruncation.exists_level_error
-- 'ProjectorTruncation.exists_level_error' depends on axioms: [propext, Classical.choice, Quot.sound]
```

## Cutting a separable pseudopotential in a finite basis

In a plane-wave calculation with norm-conserving pseudopotentials, the nonlocal potential at one k-point can be written \(V=PDP^\dagger\), with linearly independent projectors as the columns of \(P\) and a Hermitian coefficient matrix \(D\). The projectors are generally not orthonormal, so the entries of \(D\) are not the \(v_i\). With \(S=P^\dagger P\), diagonalise the small matrix \(S^{1/2}DS^{1/2}\). Its eigenvalues \(v\) and orthonormal eigenvectors \(y\) give orthonormal eigenvectors \(u=PS^{-1/2}y\) of \(V\); all other eigenvalues of \(V\) are zero.

Sort by decreasing \(|v|\) and keep the first \(r\) terms. Kinetic energy and local potential go into \(H\). Ultrasoft and PAW methods lead to a generalised eigenvalue problem, which the bounds above do not cover. In the norm-conserving case, if the discarded nonzero eigenvalues are 0.02 and −0.01 hartree, each full level minus its truncated counterpart lies between −0.01 and 0.02 hartree.
